# On the axis of a current loop, the point dipole overestimates the field by less than the fraction $3R^2/(2z^2)$ of its own value

To estimate the ring-current shift of a nucleus above an aromatic ring, I replace the circulating current by a point dipole at the ring centre. For a loop of radius $R$ and a nucleus at height $z$ on its axis, this turns the field factor $R^2/(2(R^2+z^2)^{3/2})$ into $R^2/(2z^3)$. The dipole value should be too large, by at most the fraction $3R^2/(2z^2)$ of itself, which vanishes far away. Can this be made rigorous and machine-checked, starting from Biot–Savart?

## From the Biot–Savart integral to a bound on the error

Yes, for $R,z>0$. Take unit current and $\mu_0=1$. At azimuth $\varphi$ the tangent is $\mathbf t=(-R\sin\varphi,R\cos\varphi,0)$, and the vector from the loop element to the nucleus is $\mathbf s=(-R\cos\varphi,-R\sin\varphi,z)$. Then

$$(\mathbf t\times\mathbf s)_z=R^2(\sin^2\varphi+\cos^2\varphi)=R^2,\qquad |\mathbf s|^2=R^2+z^2=:q^2 .$$

The integrand is constant, so the axial field is

$$\frac1{4\pi}\,2\pi\,\frac{R^2}{q^3}=\frac{R^2}{2q^3}.$$

Dividing by the dipole factor gives the ratio $\rho=(z/q)^3$. Since $q>z$, $\rho<1$.

For the lower bound, substitute $R^2=q^2-z^2$:

$$\rho-1+\frac{3R^2}{2z^2}=\frac{3q^5-5q^3z^2+2z^5}{2z^2q^3}=\frac{(q-z)^2(3q^3+6q^2z+4qz^2+2z^3)}{2z^2q^3}>0 .$$

With $x=R^2/z^2$, the same substitution gives an upper bound:

$$1-\tfrac32x+\tfrac{15}8x^2-\rho=\frac{(q-z)^3(15q^4+45q^3z+48q^2z^2+24qz^3+8z^4)}{8z^4q^3}>0 .$$

As $z\to\infty$, $x\to0$, and $1-\tfrac32x<\rho<1$ forces $\rho\to1$. The two bounds together give

$$\tfrac32-\tfrac{15}8x<\frac{1-\rho}{x}<\tfrac32,$$

so the error as a fraction of the dipole value, divided by $x$, tends to $3/2$, and no smaller constant would work at all heights. Finally, if $3R^2\le2\varepsilon z^2$, then $1-\rho<\tfrac32x\le\varepsilon$; multiplying by the dipole factor bounds the absolute error. For an error below 10% of the dipole value, $z\ge\sqrt{15}\,R\approx3.9R$ suffices.

At the other extreme, $z\to0^+$, the loop factor approaches $1/(2R)$ while the dipole factor diverges. The lower bound is already uninformative once $z^2\le3R^2/2$, where it is no longer positive.

## What the Lean definitions say

`tangent` and `separation` are the vectors above, with component `2` the axial one. `biotSavartAxial` is the integral, `loopFactor` its closed form and `dipoleFactor` the axial field of a point dipole with the loop's moment $\pi R^2$, entered as a formula. Current and $\mu_0$ cancel in the ratio.

`point_dipole_approximation` states both strict inequalities for every $z>0$ and the limit at fixed $R>0$. `error_constant_sharp` gives the constant $3/2$, and `error_within_tolerance` the accuracy criterion.

The model is one thin circular loop observed on its axis. Off-axis nuclei, the strength of the induced current and orientational averaging are not treated.

Another model would split the current equally between loops at heights $\pm d$, representing $\pi$ density on both sides of the ring. Expanding in $1/z$ then gives $\rho\approx1+(6d^2-\tfrac32R^2)/z^2$, so for $d>R/2$ the central dipole would underestimate the distant field on the axis. This two-loop expansion is not part of the Lean file.

```lean
import Mathlib

open Filter Topology Matrix

namespace RingCurrentDipole

noncomputable section

/-- Tangent vector of a circular loop of radius `R` in the xy-plane, at azimuth `φ`. -/
def tangent (R φ : ℝ) : Fin 3 → ℝ := ![-(R * Real.sin φ), R * Real.cos φ, 0]

/-- Vector from the loop element at azimuth `φ` to the point at height `z` on the axis. -/
def separation (R z φ : ℝ) : Fin 3 → ℝ := ![-(R * Real.cos φ), -(R * Real.sin φ), z]

/-- Axial Biot–Savart field of the loop at height `z`, for unit current and unit magnetic
constant; the domain is `R` and `z` not both zero. -/
def biotSavartAxial (R z : ℝ) : ℝ :=
  1 / (4 * Real.pi) * ∫ φ in (0 : ℝ)..(2 * Real.pi),
    (tangent R φ ⨯₃ separation R z φ) 2 /
      Real.sqrt (separation R z φ ⬝ᵥ separation R z φ) ^ 3

/-- On-axis field factor of a current loop of radius `R` at height `z`; the domain is
`R` and `z` not both zero. -/
def loopFactor (R z : ℝ) : ℝ := R ^ 2 / (2 * (R ^ 2 + z ^ 2) ^ (3 / 2 : ℝ))

/-- On-axis field factor of the point dipole replacing the loop; the domain is `z > 0`. -/
def dipoleFactor (R z : ℝ) : ℝ := R ^ 2 / (2 * z ^ 3)

lemma rpow_three_halves {a : ℝ} (ha : 0 ≤ a) : a ^ (3 / 2 : ℝ) = Real.sqrt a ^ 3 := by
  rw [Real.sqrt_eq_rpow, ← Real.rpow_natCast, ← Real.rpow_mul ha]
  norm_num

/-- The Biot–Savart integral over the loop evaluates to the on-axis field factor. -/
theorem biotSavartAxial_eq (R z : ℝ) : biotSavartAxial R z = loopFactor R z := by
  -- every element of the loop contributes equally
  have hc : ∀ φ, (tangent R φ ⨯₃ separation R z φ) 2 = R ^ 2 := by
    intro φ
    simp [tangent, separation, cross_apply]
    linear_combination R ^ 2 * Real.sin_sq_add_cos_sq φ
  have hd : ∀ φ, separation R z φ ⬝ᵥ separation R z φ = R ^ 2 + z ^ 2 := by
    intro φ
    simp [separation, dotProduct, Fin.sum_univ_succ]
    linear_combination R ^ 2 * Real.sin_sq_add_cos_sq φ
  have hpi : Real.pi * Real.pi⁻¹ = 1 := mul_inv_cancel₀ Real.pi_ne_zero
  unfold biotSavartAxial loopFactor
  simp only [hc, hd]
  rw [intervalIntegral.integral_const, smul_eq_mul, rpow_three_halves (by positivity)]
  linear_combination (R ^ 2 / (2 * Real.sqrt (R ^ 2 + z ^ 2) ^ 3)) * hpi

/-- The distance from the loop to a point on its axis exceeds the height of that point, and
its square is given by Pythagoras. -/
lemma slant_distance {R : ℝ} (hR : 0 < R) (z : ℝ) :
    z < Real.sqrt (R ^ 2 + z ^ 2) ∧ Real.sqrt (R ^ 2 + z ^ 2) ^ 2 = R ^ 2 + z ^ 2 := by
  have h : 0 < R ^ 2 := by positivity
  exact ⟨Real.lt_sqrt_of_sq_lt (by linarith), Real.sq_sqrt (by positivity)⟩

/-- The ratio of loop to dipole factor is the cube of height over slant distance. -/
theorem ratio_eq {R z : ℝ} (hR : 0 < R) (hz : 0 < z) :
    loopFactor R z / dipoleFactor R z = (z / Real.sqrt (R ^ 2 + z ^ 2)) ^ 3 := by
  have hq : 0 < Real.sqrt (R ^ 2 + z ^ 2) := hz.trans (slant_distance hR z).1
  unfold loopFactor dipoleFactor
  rw [rpow_three_halves (by positivity)]
  generalize Real.sqrt (R ^ 2 + z ^ 2) = q at hq ⊢
  field_simp

/-- The ratio of loop to dipole factor lies strictly above `1 - 3R²/(2z²)`. -/
theorem ratio_lower {R z : ℝ} (hR : 0 < R) (hz : 0 < z) :
    1 - 3 * R ^ 2 / (2 * z ^ 2) < loopFactor R z / dipoleFactor R z := by
  obtain ⟨hzq, hq2⟩ := slant_distance hR z
  rw [ratio_eq hR hz]
  generalize Real.sqrt (R ^ 2 + z ^ 2) = q at hzq hq2 ⊢
  have hq : 0 < q := hz.trans hzq
  have hs : 0 < q - z := sub_pos.2 hzq
  have hR2 : R ^ 2 = q ^ 2 - z ^ 2 := by linarith
  -- the gap has a double zero at q = z
  have key : (z / q) ^ 3 - (1 - 3 * R ^ 2 / (2 * z ^ 2)) =
      (q - z) ^ 2 * (3 * q ^ 3 + 6 * q ^ 2 * z + 4 * q * z ^ 2 + 2 * z ^ 3) /
        (2 * z ^ 2 * q ^ 3) := by
    rw [hR2]
    field_simp
    ring
  have hpos : 0 < (q - z) ^ 2 * (3 * q ^ 3 + 6 * q ^ 2 * z + 4 * q * z ^ 2 + 2 * z ^ 3) /
      (2 * z ^ 2 * q ^ 3) := by positivity
  linarith

/-- The ratio of loop to dipole factor lies strictly below `1 - 3R²/(2z²) + 15R⁴/(8z⁴)`. -/
theorem ratio_upper {R z : ℝ} (hR : 0 < R) (hz : 0 < z) :
    loopFactor R z / dipoleFactor R z <
      1 - 3 / 2 * (R ^ 2 / z ^ 2) + 15 / 8 * (R ^ 2 / z ^ 2) ^ 2 := by
  obtain ⟨hzq, hq2⟩ := slant_distance hR z
  rw [ratio_eq hR hz]
  generalize Real.sqrt (R ^ 2 + z ^ 2) = q at hzq hq2 ⊢
  have hq : 0 < q := hz.trans hzq
  have hs : 0 < q - z := sub_pos.2 hzq
  have hR2 : R ^ 2 = q ^ 2 - z ^ 2 := by linarith
  -- the gap has a triple zero at q = z
  have key : 1 - 3 / 2 * (R ^ 2 / z ^ 2) + 15 / 8 * (R ^ 2 / z ^ 2) ^ 2 - (z / q) ^ 3 =
      (q - z) ^ 3 * (15 * q ^ 4 + 45 * q ^ 3 * z + 48 * q ^ 2 * z ^ 2 + 24 * q * z ^ 3
        + 8 * z ^ 4) / (8 * z ^ 4 * q ^ 3) := by
    rw [hR2]
    field_simp
    ring
  have hpos : 0 < (q - z) ^ 3 * (15 * q ^ 4 + 45 * q ^ 3 * z + 48 * q ^ 2 * z ^ 2
      + 24 * q * z ^ 3 + 8 * z ^ 4) / (8 * z ^ 4 * q ^ 3) := by positivity
  linarith

/-- At positive height on the axis the point dipole strictly overestimates the loop field. -/
theorem loop_lt_dipole {R z : ℝ} (hR : 0 < R) (hz : 0 < z) :
    loopFactor R z < dipoleFactor R z := by
  have hd : 0 < dipoleFactor R z := by unfold dipoleFactor; positivity
  have hzq := (slant_distance hR z).1
  have hq := hz.trans hzq
  rw [← div_lt_one hd, ratio_eq hR hz]
  exact pow_lt_one₀ (by positivity) ((div_lt_one hq).2 hzq) (by norm_num)

lemma tendsto_sq_ratio (R : ℝ) : Tendsto (fun z : ℝ => R ^ 2 / z ^ 2) atTop (𝓝 0) :=
  tendsto_const_nhds.div_atTop (tendsto_pow_atTop two_ne_zero)

/-- At every positive height the loop factor is below the dipole factor and their ratio is above `1
- 3R²/(2z²)`; far from the loop the ratio tends to one. -/
theorem point_dipole_approximation {R : ℝ} (hR : 0 < R) :
    (∀ z, 0 < z → loopFactor R z < dipoleFactor R z ∧
      1 - 3 * R ^ 2 / (2 * z ^ 2) < loopFactor R z / dipoleFactor R z) ∧
    Tendsto (fun z => loopFactor R z / dipoleFactor R z) atTop (𝓝 1) := by
  refine ⟨fun z hz => ⟨loop_lt_dipole hR hz, ratio_lower hR hz⟩, ?_⟩
  have h := ((tendsto_sq_ratio R).const_mul (3 / 2)).const_sub 1
  rw [mul_zero, sub_zero] at h
  -- squeeze between the lower bound and one
  refine tendsto_of_tendsto_of_tendsto_of_le_of_le' h tendsto_const_nhds ?_ ?_
  · filter_upwards [eventually_gt_atTop 0] with z hz
    have h1 := ratio_lower hR hz
    have e : 3 * R ^ 2 / (2 * z ^ 2) = 3 / 2 * (R ^ 2 / z ^ 2) := by ring
    rw [e] at h1
    exact h1.le
  · filter_upwards [eventually_gt_atTop 0] with z hz
    have hd : 0 < dipoleFactor R z := by unfold dipoleFactor; positivity
    exact ((div_lt_one hd).2 (loop_lt_dipole hR hz)).le

/-- The point-dipole error as a fraction of the dipole factor, in units of `R²/z²`, tends to `3/2`
far from the loop. -/
theorem error_constant_sharp {R : ℝ} (hR : 0 < R) :
    Tendsto (fun z => (1 - loopFactor R z / dipoleFactor R z) / (R ^ 2 / z ^ 2))
      atTop (𝓝 (3 / 2)) := by
  have h := ((tendsto_sq_ratio R).const_mul (15 / 8)).const_sub (3 / 2)
  rw [mul_zero, sub_zero] at h
  refine tendsto_of_tendsto_of_tendsto_of_le_of_le' h tendsto_const_nhds ?_ ?_
  · filter_upwards [eventually_gt_atTop 0] with z hz
    have hx : 0 < R ^ 2 / z ^ 2 := by positivity
    rw [le_div_iff₀ hx]
    have h1 := ratio_upper hR hz
    nlinarith [h1]
  · filter_upwards [eventually_gt_atTop 0] with z hz
    have hx : 0 < R ^ 2 / z ^ 2 := by positivity
    rw [div_le_iff₀ hx]
    have h1 := ratio_lower hR hz
    have e : 3 * R ^ 2 / (2 * z ^ 2) = 3 / 2 * (R ^ 2 / z ^ 2) := by ring
    rw [e] at h1
    linarith

/-- If `3R² ≤ 2εz²`, the point-dipole error is less than the fraction `ε` of the dipole
factor. -/
theorem error_within_tolerance {R z ε : ℝ} (hR : 0 < R) (hz : 0 < z)
    (h : 3 * R ^ 2 ≤ 2 * ε * z ^ 2) :
    |dipoleFactor R z - loopFactor R z| < ε * dipoleFactor R z := by
  have hd : 0 < dipoleFactor R z := by unfold dipoleFactor; positivity
  have h1 : 3 * R ^ 2 / (2 * z ^ 2) ≤ ε := by
    rw [div_le_iff₀ (by positivity)]
    linarith
  have h2 : 1 - ε < loopFactor R z / dipoleFactor R z := by
    linarith [ratio_lower hR hz]
  rw [lt_div_iff₀ hd] at h2
  rw [abs_of_pos (sub_pos.2 (loop_lt_dipole hR hz))]
  linarith

end

end RingCurrentDipole
```

```lean
#print axioms RingCurrentDipole.loop_lt_dipole
-- 'RingCurrentDipole.loop_lt_dipole' depends on axioms: [propext, Classical.choice, Quot.sound]
#print axioms RingCurrentDipole.point_dipole_approximation
-- 'RingCurrentDipole.point_dipole_approximation' depends on axioms: [propext, Classical.choice, Quot.sound]
#print axioms RingCurrentDipole.error_constant_sharp
-- 'RingCurrentDipole.error_constant_sharp' depends on axioms: [propext, Classical.choice, Quot.sound]
#print axioms RingCurrentDipole.error_within_tolerance
-- 'RingCurrentDipole.error_within_tolerance' depends on axioms: [propext, Classical.choice, Quot.sound]
```

## How the proof follows the algebra

In `biotSavartAxial_eq`, `hc` and `hd` establish the constant numerator and squared distance from $\sin^2\varphi+\cos^2\varphi=1$; the integral of a constant does the rest. `rpow_three_halves` turns the power $3/2$ into a cubed square root.

`slant_distance` supplies $z<q$ and $q^2=R^2+z^2$, and `ratio_eq` gives $\rho=(z/q)^3$. In `ratio_lower` and `ratio_upper`, `generalize` names the root `q`, `key` is the factorisation, checked by `field_simp` and `ring`, and `positivity` gives its sign. `loop_lt_dipole` cubes $z/q<1$.

`tendsto_sq_ratio` says $x\to0$. Both limit theorems squeeze between the bounds, with `filter_upwards` restricting to $z>0$. `error_within_tolerance` turns its hypothesis into $\tfrac32x\le\varepsilon$, applies `ratio_lower` and removes the absolute value using `loop_lt_dipole`.
